# A scaleless integral vanishes: opposite ultraviolet and infrared poles

## Physical setting

Take a one-loop diagram with two massless scalar propagators and momentum-independent vertices, and set all external momenta to zero. After Wick rotation the loop integral is, up to constant factors, $\int d^dk\,/\,k^4$, with no mass and no momentum left to set a scale. In $d = 4-2\varepsilon$ dimensions the radial measure supplies $l^{\,d-1} = l^{\,3-2\varepsilon}$, where $l = |k|$, so apart from an angular factor the integral is

$$\int_0^\infty l^{-1-2\varepsilon}\,dl .$$

Dimensional regularization assigns this integral the value zero. For real $\varepsilon$ that looks odd, because the integrand is strictly positive. It looks odder still once one notices that the integral diverges for every $\varepsilon$, so there is no region of convergence from which to continue it.

The way out is to cut the momentum range at some scale $\mu > 0$. The part above $\mu$ is sensitive only to the ultraviolet, the part below only to the infrared, and each converges in its own half-plane of $\varepsilon$. Each is continued separately, and the continuations are added.

For this logarithmically divergent one-loop radial integral, the result shows how a vanishing total can hide an ultraviolet pole: the pole is still there, cancelled by an infrared one, so a zero total does not by itself show that there is no ultraviolet divergence.

## Statement

Let $\mu > 0$ be real and $\varepsilon$ complex. Write

$$U(\varepsilon) = \int_\mu^\infty l^{-1-2\varepsilon}\,dl, \qquad I(\varepsilon) = \int_0^\mu l^{-1-2\varepsilon}\,dl, \qquad P(\varepsilon) = \frac{\mu^{-2\varepsilon}}{2\varepsilon}.$$

1. The integrand is integrable on $l > \mu$ exactly when $\operatorname{Re}\varepsilon > 0$, and on $0 < l < \mu$ exactly when $\operatorname{Re}\varepsilon < 0$. It is integrable on $l > 0$ for no $\varepsilon$.
2. For $\operatorname{Re}\varepsilon > 0$, $U(\varepsilon) = P(\varepsilon)$. For $\operatorname{Re}\varepsilon < 0$, $I(\varepsilon) = -P(\varepsilon)$.
3. $\varepsilon P(\varepsilon) \to 1/2$ as $\varepsilon \to 0$, so $P$ has residue $1/2$ there, whatever $\mu$ is.
4. Let $F$ and $G$ be holomorphic on $\varepsilon \neq 0$, with $F = U$ for $\operatorname{Re}\varepsilon > 0$ and $G = I$ for $\operatorname{Re}\varepsilon < 0$. Then $F(\varepsilon) + G(\varepsilon) = 0$ for every $\varepsilon \neq 0$.

The fourth item is the sense in which the scaleless integral vanishes. It concerns a sum of two continuations, not the value of a convergent integral.

## Derivation

**Convergence.** Let $\sigma = \operatorname{Re}\varepsilon$. Since $l$ is positive, $|l^{-1-2\varepsilon}| = l^{-1-2\sigma}$. For $\sigma \neq 0$ and cutoffs $0 < \delta < \mu < \Lambda$,

$$\int_\mu^\Lambda l^{-1-2\sigma}\,dl = \frac{\mu^{-2\sigma} - \Lambda^{-2\sigma}}{2\sigma}, \qquad
\int_\delta^\mu l^{-1-2\sigma}\,dl = \frac{\delta^{-2\sigma} - \mu^{-2\sigma}}{2\sigma}.$$

The first stays finite as $\Lambda \to \infty$ when $\sigma > 0$ and diverges when $\sigma < 0$. The second stays finite as $\delta \to 0$ when $\sigma < 0$ and diverges when $\sigma > 0$. At $\sigma = 0$ the integrals are $\ln(\Lambda/\mu)$ and $\ln(\mu/\delta)$, and both diverge.

If the integrand were integrable on all of $l > 0$, it would be integrable on both parts. That would require $\sigma > 0$ and $\sigma < 0$ together, which is impossible.

**Values.** For $\varepsilon \neq 0$ an antiderivative of $l^{-1-2\varepsilon}$ is $-l^{-2\varepsilon}/(2\varepsilon)$. When $\sigma > 0$, $|\Lambda^{-2\varepsilon}| = \Lambda^{-2\sigma} \to 0$ as $\Lambda \to \infty$, so

$$U(\varepsilon) = 0 - \left(-\frac{\mu^{-2\varepsilon}}{2\varepsilon}\right) = P(\varepsilon).$$

When $\sigma < 0$, $|\delta^{-2\varepsilon}| = \delta^{-2\sigma} \to 0$ as $\delta \to 0$, so

$$I(\varepsilon) = -\frac{\mu^{-2\varepsilon}}{2\varepsilon} - 0 = -P(\varepsilon).$$

For real $\varepsilon$ both values are positive, as they must be: in the second case the minus sign is compensated by the negative denominator.

**The pole.** For $\varepsilon \neq 0$ we have $\varepsilon P(\varepsilon) = \mu^{-2\varepsilon}/2$. Since $\mu^{-2\varepsilon} = e^{-2\varepsilon\ln\mu}$ is continuous and equals $1$ at $\varepsilon = 0$, the limit is $1/2$. The scale $\mu$ first appears in the finite part: $P(\varepsilon) = 1/(2\varepsilon) - \ln\mu + O(\varepsilon)$.

**Continuation.** $P$ is the quotient of the entire function $e^{-2\varepsilon\ln\mu}$ by $2\varepsilon$, so it is holomorphic for $\varepsilon \neq 0$. Given $F$ as in item 4, the difference $F - P$ is holomorphic on the punctured plane and vanishes on the open half-plane $\operatorname{Re}\varepsilon > 0$. The punctured plane is connected, so by the identity theorem $F = P$ on all of it. In the same way $G + P$ vanishes for $\operatorname{Re}\varepsilon < 0$, so $G = -P$ on the punctured plane. Adding the two,

$$F(\varepsilon) + G(\varepsilon) = P(\varepsilon) - P(\varepsilon) = 0 .$$

The ultraviolet continuation therefore has residue $1/2$ and the infrared one $-1/2$.

## What the formal version assumes

The integrand $l^{-1-2\varepsilon}$ is `integrand ε l`, with `ε : ℂ` and `l : ℝ`. The real momentum is regarded as a complex number and raised to a complex power on the principal branch, which for $l > 0$ is the usual $e^{(-1-2\varepsilon)\ln l}$. The functions $U$, $I$ and $P$ are `uvPart μ`, `irPart μ` and `poleTerm μ`. The sets `Ioi μ` and `Ioo 0 μ` are the open ranges $l > \mu$ and $0 < l < \mu$.

`IntegrableOn` means absolute integrability with respect to Lebesgue measure. Lean gives a non-integrable function the integral zero, so `uvPart μ ε` is meaningful only for $\operatorname{Re}\varepsilon > 0$ and `irPart μ ε` only for $\operatorname{Re}\varepsilon < 0$; the hypotheses on $F$ and $G$ refer to them only there.

"Holomorphic for $\varepsilon \neq 0$" is `DifferentiableOn ℂ F {0}ᶜ`, complex differentiability on the open punctured plane. Lean functions are total, so `F` and `G` also have values at zero, but these are unconstrained and the conclusion is stated only for `ε ≠ 0`. The existence of such continuations is not taken for granted: `continuation_witness` exhibits $P$ and $-P$.

The theorem `real_regulator` covers real $\varepsilon$ and real powers, without the continuation: no integrability on $l > 0$, and the two values for the two signs of $\varepsilon$.

Several parts of the physics are left out. The dimension $d$ does not occur; the regulator enters only through the exponent. The reduction of the loop integral to its radial part, the angular factor and the coupling are absent, and $\mu$ is a pure positive number. Only the power $-1-2\varepsilon$ is treated, so scaleless integrals with power divergences, tensor numerators or several loops are not covered.

## The Lean file

```lean
import Mathlib

open MeasureTheory Set Filter Topology

namespace ScalelessIntegral

/-- The scaleless radial integrand `l^(-1-2ε)` with complex regulator `ε`. -/
noncomputable def integrand (ε : ℂ) (l : ℝ) : ℂ := (l : ℂ) ^ (-1 - 2 * ε)

/-- The ultraviolet part: the integral over momenta above the scale `μ`. -/
noncomputable def uvPart (μ : ℝ) (ε : ℂ) : ℂ := ∫ l in Ioi μ, integrand ε l

/-- The infrared part: the integral over momenta between zero and the scale `μ`. -/
noncomputable def irPart (μ : ℝ) (ε : ℂ) : ℂ := ∫ l in Ioo 0 μ, integrand ε l

/-- The function `μ^(-2ε)/(2ε)` of the regulator. -/
noncomputable def poleTerm (μ : ℝ) (ε : ℂ) : ℂ := (μ : ℂ) ^ (-(2 * ε)) / (2 * ε)

/-- The integrand is integrable at high momenta exactly when `Re ε > 0`. -/
theorem uv_integrable_iff {μ : ℝ} (hμ : 0 < μ) (ε : ℂ) :
    IntegrableOn (integrand ε) (Ioi μ) ↔ 0 < ε.re := by
  have hre : (-1 - 2 * ε).re = -1 - 2 * ε.re := by simp
  have h := integrableOn_Ioi_cpow_iff (s := -1 - 2 * ε) hμ
  rw [hre] at h
  exact h.trans ⟨fun h => by linarith, fun h => by linarith⟩

/-- The integrand is integrable at low momenta exactly when `Re ε < 0`. -/
theorem ir_integrable_iff {μ : ℝ} (hμ : 0 < μ) (ε : ℂ) :
    IntegrableOn (integrand ε) (Ioo 0 μ) ↔ ε.re < 0 := by
  have hre : (-1 - 2 * ε).re = -1 - 2 * ε.re := by simp
  have h := intervalIntegral.integrableOn_Ioo_cpow_iff (s := -1 - 2 * ε) hμ
  rw [hre] at h
  exact h.trans ⟨fun h => by linarith, fun h => by linarith⟩

/-- For no complex regulator is the integrand integrable over all momenta `l > 0`. -/
theorem not_integrable (ε : ℂ) : ¬ IntegrableOn (integrand ε) (Ioi 0) := by
  intro h
  -- the two ends of the momentum range ask for opposite signs of `Re ε`
  have huv := (uv_integrable_iff one_pos ε).1 (h.mono_set (Ioi_subset_Ioi zero_le_one))
  have hir := (ir_integrable_iff one_pos ε).1 (h.mono_set (fun _ hx => hx.1))
  linarith

/-- For `Re ε > 0` the ultraviolet part equals `μ^(-2ε)/(2ε)`. -/
theorem uvPart_eq {μ : ℝ} (hμ : 0 < μ) {ε : ℂ} (hε : 0 < ε.re) :
    uvPart μ ε = poleTerm μ ε := by
  have hre : (-1 - 2 * ε).re = -1 - 2 * ε.re := by simp
  have h := integral_Ioi_cpow_of_lt (a := -1 - 2 * ε) (by rw [hre]; linarith) hμ
  rw [show -1 - 2 * ε + 1 = -(2 * ε) by ring, neg_div_neg_eq] at h
  exact h

/-- For `Re ε < 0` the infrared part equals `-μ^(-2ε)/(2ε)`. -/
theorem irPart_eq {μ : ℝ} (hμ : 0 < μ) {ε : ℂ} (hε : ε.re < 0) :
    irPart μ ε = -poleTerm μ ε := by
  have hre : (-1 - 2 * ε).re = -1 - 2 * ε.re := by simp
  have hne : ε ≠ 0 := by
    rintro rfl
    simp at hε
  have h := integral_cpow (a := 0) (b := μ) (r := -1 - 2 * ε)
    (Or.inl (by rw [hre]; linarith))
  -- the boundary term at zero momentum vanishes
  rw [show -1 - 2 * ε + 1 = -(2 * ε) by ring, Complex.ofReal_zero,
    Complex.zero_cpow (neg_ne_zero.2 (mul_ne_zero two_ne_zero hne)), sub_zero, div_neg,
    intervalIntegral.integral_of_le hμ.le, integral_Ioc_eq_integral_Ioo] at h
  exact h

/-- The product of `ε` and `μ^(-2ε)/(2ε)` tends to `1/2` as `ε → 0`, for every scale `μ > 0`. -/
theorem poleTerm_residue {μ : ℝ} (hμ : 0 < μ) :
    Tendsto (fun ε : ℂ => ε * poleTerm μ ε) (𝓝[≠] 0) (𝓝 (1 / 2)) := by
  have hμc : (μ : ℂ) ≠ 0 := Complex.ofReal_ne_zero.2 hμ.ne'
  have h1 : DifferentiableAt ℂ (fun z : ℂ => -(2 * z)) 0 := by fun_prop
  have hc : ContinuousAt (fun z : ℂ => (μ : ℂ) ^ (-(2 * z)) / 2) 0 :=
    (h1.const_cpow (Or.inl hμc)).continuousAt.div_const 2
  have ht : Tendsto (fun z : ℂ => (μ : ℂ) ^ (-(2 * z)) / 2) (𝓝[≠] 0) (𝓝 (1 / 2)) := by
    have h := hc.tendsto.mono_left (nhdsWithin_le_nhds (s := {0}ᶜ))
    rwa [mul_zero, neg_zero, Complex.cpow_zero] at h
  refine ht.congr' ?_
  filter_upwards [self_mem_nhdsWithin] with z hz
  have hz' : z ≠ 0 := hz
  unfold poleTerm
  field_simp

/-- The functions `±μ^(-2ε)/(2ε)` are holomorphic for `ε ≠ 0` and continue the ultraviolet
and infrared parts from their half-planes of convergence. -/
theorem continuation_witness {μ : ℝ} (hμ : 0 < μ) :
    (DifferentiableOn ℂ (poleTerm μ) {0}ᶜ ∧ ∀ ε : ℂ, 0 < ε.re → poleTerm μ ε = uvPart μ ε) ∧
    (DifferentiableOn ℂ (fun ε => -poleTerm μ ε) {0}ᶜ ∧
      ∀ ε : ℂ, ε.re < 0 → -poleTerm μ ε = irPart μ ε) := by
  have hμc : (μ : ℂ) ≠ 0 := Complex.ofReal_ne_zero.2 hμ.ne'
  have hd : DifferentiableOn ℂ (poleTerm μ) {0}ᶜ := by
    intro ε hε
    have hε' : ε ≠ 0 := hε
    have h1 : DifferentiableAt ℂ (fun z : ℂ => -(2 * z)) ε := by fun_prop
    have h2 : DifferentiableAt ℂ (fun z : ℂ => 2 * z) ε := by fun_prop
    exact ((h1.const_cpow (Or.inl hμc)).div h2
      (mul_ne_zero two_ne_zero hε')).differentiableWithinAt
  exact ⟨⟨hd, fun ε h => (uvPart_eq hμ h).symm⟩, ⟨hd.neg, fun ε h => (irPart_eq hμ h).symm⟩⟩

/-- For the integrand `l^(-1-2ε)` split at a scale `μ > 0`, any holomorphic
continuations `F` of the ultraviolet part and `G` of the infrared part to `ε ≠ 0` add up
to zero. -/
theorem scaleless_integral_vanishes {μ : ℝ} (hμ : 0 < μ) {F G : ℂ → ℂ}
    (hF : DifferentiableOn ℂ F {0}ᶜ) (hFuv : ∀ ε : ℂ, 0 < ε.re → F ε = uvPart μ ε)
    (hG : DifferentiableOn ℂ G {0}ᶜ) (hGir : ∀ ε : ℂ, ε.re < 0 → G ε = irPart μ ε)
    {ε : ℂ} (hε : ε ≠ 0) : F ε + G ε = 0 := by
  obtain ⟨⟨hP, hPuv⟩, ⟨hN, hNir⟩⟩ := continuation_witness hμ
  have ho : IsOpen ({0}ᶜ : Set ℂ) := isOpen_compl_singleton
  -- the punctured plane is connected, so a continuation is unique
  have hconn : IsPreconnected ({0}ᶜ : Set ℂ) :=
    (isConnected_compl_singleton_of_one_lt_rank
      (by rw [Complex.rank_real_complex]; norm_num) (0 : ℂ)).isPreconnected
  have hright : F =ᶠ[𝓝 (1 : ℂ)] poleTerm μ := by
    have hmem : {z : ℂ | 0 < z.re} ∈ 𝓝 (1 : ℂ) :=
      (isOpen_lt continuous_const Complex.continuous_re).mem_nhds (by simp)
    filter_upwards [hmem] with z hz
    rw [hFuv z hz, hPuv z hz]
  have hleft : G =ᶠ[𝓝 (-1 : ℂ)] fun z => -poleTerm μ z := by
    have hmem : {z : ℂ | z.re < 0} ∈ 𝓝 (-1 : ℂ) :=
      (isOpen_lt Complex.continuous_re continuous_const).mem_nhds (by simp)
    filter_upwards [hmem] with z hz
    rw [hGir z hz, hNir z hz]
  have h1 := (hF.analyticOnNhd ho).eqOn_of_preconnected_of_eventuallyEq
    (hP.analyticOnNhd ho) hconn (by simp) hright hε
  have h2 := (hG.analyticOnNhd ho).eqOn_of_preconnected_of_eventuallyEq
    (hN.analyticOnNhd ho) hconn (by simp) hleft hε
  rw [h1, h2]
  exact add_neg_cancel _

/-- For a real regulator, `l^(-1-2ε)` is never integrable on `l > 0`; its integral above `μ`
is `μ^(-2ε)/(2ε)` for `ε > 0`, and its integral below `μ` is `-μ^(-2ε)/(2ε)` for `ε < 0`. -/
theorem real_regulator {μ : ℝ} (hμ : 0 < μ) (ε : ℝ) :
    ¬ IntegrableOn (fun l : ℝ => l ^ (-1 - 2 * ε)) (Ioi 0) ∧
    (0 < ε → ∫ l in Ioi μ, l ^ (-1 - 2 * ε) = μ ^ (-(2 * ε)) / (2 * ε)) ∧
    (ε < 0 → ∫ l in Ioo 0 μ, l ^ (-1 - 2 * ε) = -(μ ^ (-(2 * ε)) / (2 * ε))) := by
  have he : -1 - 2 * ε + 1 = -(2 * ε) := by ring
  refine ⟨not_integrableOn_Ioi_rpow _, fun h => ?_, fun h => ?_⟩
  · rw [integral_Ioi_rpow_of_lt (by linarith) hμ, he, neg_div_neg_eq]
  · have hne : -(2 * ε) ≠ 0 := by linarith [h] |> fun h' : 0 < -(2 * ε) => h'.ne'
    rw [← integral_Ioc_eq_integral_Ioo, ← intervalIntegral.integral_of_le hμ.le,
      integral_rpow (Or.inl (by linarith)), he, Real.zero_rpow hne, sub_zero, div_neg]

end ScalelessIntegral
```

```lean
#print axioms ScalelessIntegral.not_integrable
#print axioms ScalelessIntegral.poleTerm_residue
#print axioms ScalelessIntegral.scaleless_integral_vanishes
#print axioms ScalelessIntegral.real_regulator
```

```
'ScalelessIntegral.not_integrable' depends on axioms: [propext, Classical.choice, Quot.sound]
'ScalelessIntegral.poleTerm_residue' depends on axioms: [propext, Classical.choice, Quot.sound]
'ScalelessIntegral.scaleless_integral_vanishes' depends on axioms: [propext, Classical.choice, Quot.sound]
'ScalelessIntegral.real_regulator' depends on axioms: [propext, Classical.choice, Quot.sound]
```

## Notes on the proof

**Convergence.** `uv_integrable_iff` and `ir_integrable_iff` rest on Mathlib's criteria for complex powers: integrability at large $l$ requires the real part of the exponent to be below $-1$, and integrability near zero requires it to be above $-1$. The auxiliary equation `hre` computes that real part as $-1-2\operatorname{Re}\varepsilon$, and `linarith` turns the inequalities into conditions on the sign of $\operatorname{Re}\varepsilon$.

`not_integrable` follows the argument by hand with the cut placed at $\mu = 1$. The lemma `mono_set` restricts the supposed integrability to each of the two ranges, and `linarith` finds the contradiction between the two signs.

**Values.** `uvPart_eq` uses `integral_Ioi_cpow_of_lt`, which already contains the antiderivative and the limit at infinity. What remains is to write the exponent plus one as $-2\varepsilon$ and cancel two minus signs.

`irPart_eq` starts from `integral_cpow` on the interval from $0$ to $\mu$. The rewrite with `Complex.zero_cpow` removes the boundary term at zero momentum, the term $\delta^{-2\varepsilon}$ of the derivation. The last rewrites pass from the interval integral to the integral over `Ioo 0 μ`; the endpoint $\mu$ has measure zero.

**Pole and witness.** In `poleTerm_residue`, the function $\mu^{-2\varepsilon}/2$ is shown to be continuous at zero, which gives the limit $1/2$. Then `congr'` transfers the limit to $\varepsilon P(\varepsilon)$, which is the same function away from zero. `continuation_witness` proves holomorphy from the rules for a constant raised to a differentiable exponent and for quotients, and takes the agreement with the integrals from the two value theorems.

**Main theorem.** `scaleless_integral_vanishes` first obtains the connectedness of the punctured plane from a general result: removing one point from a real vector space of dimension greater than one leaves a connected set, and $\mathbb{C}$ has real dimension two. The statements `hright` and `hleft` say that $F = P$ near $\varepsilon = 1$ and $G = -P$ near $\varepsilon = -1$. The identity theorem extends both equalities to the given $\varepsilon$, as `h1` and `h2`, and the sum cancels.

**A technique worth reusing.** Uniqueness of an analytic continuation takes three ingredients in Mathlib. First, `DifferentiableOn.analyticOnNhd` turns complex differentiability on an open set into analyticity. Second, one shows that the two functions agree near a single point, written `=ᶠ[𝓝 z₀]`; if they agree on an open region, `filter_upwards` with the membership of that region in `𝓝 z₀` does it. Third, `eqOn_of_preconnected_of_eventuallyEq` spreads the equality over a preconnected set. The pattern suits a regulated quantity that is known on a half-plane and continued holomorphically to a connected open set containing it.

**Another way to model the statement.** One could keep $\varepsilon$ real throughout and ask for real-analytic continuations on $\varepsilon \neq 0$. The integrals and their values would be unchanged, but the main theorem would fail. The punctured real line falls into two disconnected halves, so the values of $F$ for $\varepsilon > 0$ would place no restriction on its values for $\varepsilon < 0$. Uniqueness could be restored by requiring $\varepsilon F(\varepsilon)$ and $\varepsilon G(\varepsilon)$ to extend analytically through zero, at the price of assuming in advance that the poles are at most simple. With complex $\varepsilon$ no such assumption is needed, because a path can go around the pole.
